# A bound on the cutoff error from the last energy step, for nonincreasing energies with geometrically shrinking steps

Before an ultrasoft pseudopotential is tested for transferability, the plane-wave cutoff has to be high enough that the basis-set error does not blur the comparison. Suppose the cutoff is raised in stages, and the last increase lowered the total energy by 1 meV. How far is the energy still above its value in the complete basis?

The step alone does not say. If the energies never increase and each step is at most $r$ times the one before, with a fixed $r<1$, then the error left after a step is at most $r/(1-r)$ times that step. For $r=1/2$ that is at most 1 meV here; for $r=0.9$ it can be 9 meV. If the energies approach their limit as $A/n$ with $A>0$, where $n\ge 1$ numbers the basis sets, the error left after the $n$-th step is $n$ times the step, and no fixed multiple will do.

## Energies, steps and an extrapolated value

```lean
import Mathlib

open Filter Topology

namespace CutoffConvergence

noncomputable section

/-- The amount by which the energy falls from basis number `n` to basis number `n + 1` (negative if
it rises). -/
def energyStep (E : ℕ → ℝ) (n : ℕ) : ℝ := E n - E (n + 1)
```

The energies are a function `E : ℕ → ℝ`, which assigns a real number $E_n$ to each basis number $n=0,1,2,\dots$ Lean writes `E n` for $E_n$. The definition introduces the step
$$d_n = E_n - E_{n+1},$$
which is positive when the larger basis lowers the energy. Nothing in the type refers to plane waves: the Hamiltonian, the pseudopotential and the cutoffs enter only through the numbers $E_n$.

```lean
/-- The energy extrapolated from the step at `n` with step ratio `r`, for `r ≠ 1`. -/
def extrapolated (r : ℝ) (E : ℕ → ℝ) (n : ℕ) : ℝ := E n - energyStep E n / (1 - r)
```

This is the extrapolated energy
$$F_n = E_n - \frac{d_n}{1-r}.$$
If the steps from $n$ onwards were exactly $d_n, r d_n, r^2 d_n,\dots$ with $0\le r<1$, their sum would be $d_n/(1-r)$, and $F_n$ would be the limit.

```lean
/-- The energies `L + A * r ^ n`, which approach `L` geometrically if `|r| < 1`. -/
def geometricEnergy (L A r : ℝ) (n : ℕ) : ℝ := L + A * r ^ n

/-- Energies that approach `L` as `A / n`, for `n ≥ 1`. -/
def algebraicEnergy (L A : ℝ) (n : ℕ) : ℝ := L + A / n
```

These are two model sequences with amplitude $A$: the geometric one, $L+Ar^n$, which has the limit $L$ if $|r|<1$, and the algebraic one, $L+A/n$, which always has the limit $L$. Lean sets $A/0=0$, so the algebraic sequence has the meaningless value $L$ at $n=0$, and the statements about its steps therefore ask for $n\ge 1$.

## The extrapolated energies never decrease

```lean
/-- If each energy step is at most `r` times the one before, with `r < 1`, the extrapolated
energies never decrease. -/
theorem extrapolated_monotone {E : ℕ → ℝ} {r : ℝ} (hr : r < 1)
    (h : ∀ n, energyStep E (n + 1) ≤ r * energyStep E n) :
    Monotone (extrapolated r E) := by
  refine monotone_nat_of_le_succ fun n => ?_
  have h1 : 0 < 1 - r := sub_pos.2 hr
  have hi : (1 - r) * (1 - r)⁻¹ = 1 := mul_inv_cancel₀ h1.ne'
  -- the ratio condition, divided by 1 - r
  have hm := mul_le_mul_of_nonneg_right (h n) (inv_pos.2 h1).le
  have e : energyStep E n * (1 - r)⁻¹ - r * energyStep E n * (1 - r)⁻¹ = energyStep E n := by
    linear_combination energyStep E n * hi
  have hd : energyStep E n = E n - E (n + 1) := rfl
  simp only [extrapolated, div_eq_mul_inv]
  linarith
```

A theorem in Lean lists its hypotheses in brackets, states the conclusion after the first colon that stands outside all brackets, and gives the proof after `:=`. Here `hr` says $r<1$ and `h` says $d_{n+1}\le r\,d_n$ for every $n$. The conclusion is that $F$ is nondecreasing.

By hand, one subtracts neighbours:
$$F_{n+1}-F_n = -d_n + \frac{d_n}{1-r} - \frac{d_{n+1}}{1-r} = \frac{r\,d_n-d_{n+1}}{1-r}\ \ge 0 .$$
The Lean proof does the same. Its first line reduces monotonicity to neighbouring indices, `hm` is the ratio condition divided by $1-r$, `e` is the identity $d_n/(1-r)-r\,d_n/(1-r)=d_n$, and `linarith` combines these linear relations.

The number $r$ is postulated. It stands for how quickly the energy contributions of the added plane waves die out, and it depends on the spacing of the cutoffs as well as on the smoothness of the pseudo-wavefunctions. The condition is required at every $n$, so a finite list of computed steps can make it plausible but cannot establish it.

## No extrapolated energy lies above a computed one

```lean
/-- For nonincreasing energies whose steps shrink at least by a factor `r < 1`, every
extrapolated energy is a lower bound to every computed energy. -/
theorem extrapolated_le_energy {E : ℕ → ℝ} {r : ℝ} (hE : Antitone E) (hr : r < 1)
    (h : ∀ n, energyStep E (n + 1) ≤ r * energyStep E n) (n m : ℕ) :
    extrapolated r E n ≤ E m := by
  -- compare both at the later of the two basis sets
  calc extrapolated r E n ≤ extrapolated r E (max n m) :=
        extrapolated_monotone hr h (le_max_left n m)
    _ ≤ E (max n m) := by
        have hs : 0 ≤ energyStep E (max n m) := sub_nonneg.2 (hE (Nat.le_succ _))
        have hq : 0 ≤ energyStep E (max n m) / (1 - r) := div_nonneg hs (sub_pos.2 hr).le
        unfold extrapolated
        linarith
    _ ≤ E m := hE (le_max_right n m)
```

The new hypothesis `Antitone E` says that the energies never increase. Physically this is the variational principle: if each basis contains the previous one and the energy functional stays the same, the minimum cannot rise. For ultrasoft pseudopotentials this means, among other things, that the grid for the augmentation charges is not changed along with the cutoff.

The claim is $F_n\le E_m$ for all $n$ and $m$, in either order. Let $M=\max(n,m)$. Then
$$F_n \le F_M \le E_M \le E_m .$$
The first inequality is the previous theorem. The second holds because $d_M\ge 0$ and $1-r>0$, so that $F_M$ is $E_M$ minus something nonnegative. The third is the monotonicity of $E$. The `calc` block writes out this chain, with one justification for each link.

## Convergence and the size of the error

```lean
/-- Nonincreasing energies whose steps shrink at least by a factor `r < 1` converge, and the
error at `n` is nonnegative and at most the step at `n` divided by `1 - r`. -/
theorem energy_converges_with_bound {E : ℕ → ℝ} {r : ℝ} (hE : Antitone E) (hr : r < 1)
    (h : ∀ n, energyStep E (n + 1) ≤ r * energyStep E n) :
    ∃ L, Tendsto E atTop (𝓝 L) ∧
      ∀ n, 0 ≤ E n - L ∧ E n - L ≤ energyStep E n / (1 - r) := by
  have hb : BddBelow (Set.range E) := by
    refine ⟨extrapolated r E 0, ?_⟩
    rintro _ ⟨m, rfl⟩
    exact extrapolated_le_energy hE hr h 0 m
  refine ⟨⨅ i, E i, tendsto_atTop_ciInf hE hb, fun n => ⟨sub_nonneg.2 (ciInf_le hb n), ?_⟩⟩
  have hl : extrapolated r E n ≤ ⨅ i, E i :=
    le_ciInf fun m => extrapolated_le_energy hE hr h n m
  unfold extrapolated at hl
  linarith
```

The conclusion reads: there is a real $L$ such that $E_n\to L$, and for every $n$
$$0\le E_n-L\le \frac{d_n}{1-r}.$$
`Tendsto E atTop (𝓝 L)` is Lean's way of writing $E_n\to L$ as $n\to\infty$.

For the derivation, note that $F_0\le E_m$ for all $m$. A nonincreasing sequence that is bounded below converges to its infimum, so $L=\inf_m E_m$, and $E_n\ge L$ is immediate. Each $F_n$ is also a lower bound to all the energies, hence $F_n\le L$, which rearranges to the upper bound on the error. In the proof, `hb` is the boundedness, `⨅ i, E i` is the infimum, and `hl` is $F_n\le L$.

The condition $0\le r$ is not among the hypotheses. For negative $r$, nonnegative steps with $d_{n+1}\le r\,d_n$ must all vanish, and the energies are constant.

Without `Antitone E` the conclusion can fail. Take $E_n=n$ and $r=1/2$. Every step is $-1$, and $-1\le -\tfrac12$, so the ratio condition holds, yet the energies grow without limit.

The limit $L$ is the complete-basis energy for the given pseudopotential and the settings held fixed, such as the grid for the augmentation charges, provided that the basis sets become complete. Errors due to those settings are not part of $E_n-L$ and have to be checked separately. How well energy differences and other properties computed with the pseudopotential agree with all-electron results is a separate question, and it is the one that a transferability test addresses.

```lean
/-- For nonincreasing energies with limit `L` whose steps shrink at least by a factor `r < 1`,
the error left after a step is at most `r / (1 - r)` times that step. -/
theorem error_after_step_le {E : ℕ → ℝ} {r L : ℝ} (hE : Antitone E) (hr : r < 1)
    (h : ∀ n, energyStep E (n + 1) ≤ r * energyStep E n)
    (hL : Tendsto E atTop (𝓝 L)) (n : ℕ) :
    E (n + 1) - L ≤ r / (1 - r) * energyStep E n := by
  have hl : extrapolated r E n ≤ L :=
    ge_of_tendsto' hL fun m => extrapolated_le_energy hE hr h n m
  have hi : (1 - r) * (1 - r)⁻¹ = 1 := mul_inv_cancel₀ (sub_pos.2 hr).ne'
  have e : r / (1 - r) = (1 - r)⁻¹ - 1 := by
    rw [div_eq_mul_inv]
    linear_combination -hi
  rw [e]
  simp only [extrapolated, energyStep, div_eq_mul_inv] at hl ⊢
  linarith
```

At the moment of deciding whether to stop, $E_{n+1}$ has already been computed, so the error of interest is the one after the step. Here $L$ is given together with the hypothesis `hL` that the energies converge to it. Since $F_n\le E_m$ for all $m$, the limit also satisfies $F_n\le L$, and
$$E_{n+1}-L = (E_n-L)-d_n \le \frac{d_n}{1-r}-d_n=\frac{r}{1-r}\,d_n .$$
In the code, `hl` is $F_n\le L$, and `e` is the identity $r/(1-r)=1/(1-r)-1$.

## Geometric energies attain the bound

```lean
/-- For `A ≥ 0` and `0 ≤ r < 1` the geometric energies are nonincreasing, converge to `L`, have
steps of constant ratio `r`, and have an error equal to the step divided by `1 - r`. -/
theorem geometric_attains_bound (L : ℝ) {A r : ℝ} (hA : 0 ≤ A) (h0 : 0 ≤ r) (hr : r < 1) :
    Antitone (geometricEnergy L A r) ∧
    Tendsto (geometricEnergy L A r) atTop (𝓝 L) ∧
    ∀ n, energyStep (geometricEnergy L A r) (n + 1)
          = r * energyStep (geometricEnergy L A r) n ∧
      geometricEnergy L A r n - L = energyStep (geometricEnergy L A r) n / (1 - r) := by
  refine ⟨antitone_nat_of_succ_le fun n => ?_, ?_, fun n => ⟨?_, ?_⟩⟩
  · have hp : 0 ≤ A * r ^ n := mul_nonneg hA (pow_nonneg h0 n)
    simp only [geometricEnergy, pow_succ]
    nlinarith [mul_nonneg hp (sub_nonneg.2 hr.le)]
  · have ht := ((tendsto_pow_atTop_nhds_zero_of_lt_one h0 hr).const_mul A).const_add L
    rw [mul_zero, add_zero] at ht
    exact ht
  · simp only [energyStep, geometricEnergy]
    ring
  · rw [eq_div_iff (sub_pos.2 hr).ne']
    simp only [energyStep, geometricEnergy]
    ring
```

For $A\ge 0$ and $0\le r<1$ the sequence $E_n=L+Ar^n$ is nonincreasing and converges to $L$, because $r^n\to 0$. Its steps are
$$d_n = Ar^n-Ar^{n+1}=A r^n(1-r),$$
so $d_{n+1}=r\,d_n$ and $E_n-L=Ar^n=d_n/(1-r)$. The bullets in the proof establish these four properties in order, the last two by `ring`, which verifies polynomial identities.

All hypotheses of the convergence theorem are thus met, with equality in the error bound. For $A>0$ the error at $n=0$ is $A>0$, so the factor $1/(1-r)$ cannot be replaced by a smaller one.

## Energies that converge as A/n

```lean
/-- For energies `L + A / n` with `n ≥ 1`, the step at `n` is `A / (n (n + 1))`. -/
theorem algebraic_step (L A : ℝ) {n : ℕ} (hn : 1 ≤ n) :
    energyStep (algebraicEnergy L A) n = A / ((n : ℝ) * (n + 1)) := by
  have h1 : (n : ℝ) ≠ 0 := Nat.cast_ne_zero.2 (by omega)
  have h2 : (n : ℝ) + 1 ≠ 0 := by positivity
  have e : A / (n : ℝ) - A / ((n : ℝ) + 1) = A / ((n : ℝ) * (n + 1)) := by
    rw [div_sub_div _ _ h1 h2]
    congr 1
    ring
  simp only [energyStep, algebraicEnergy, Nat.cast_add, Nat.cast_one]
  linarith
```

For $n\ge 1$,
$$d_n=\frac{A}{n}-\frac{A}{n+1}=\frac{A}{n(n+1)} .$$
The expression `(n : ℝ)` is the natural number $n$ regarded as a real number. The proof first records that both denominators are nonzero and then brings the fractions to a common denominator.

```lean
/-- The energies `L + A / n` converge to `L`, and for `n ≥ 1` the error left after the step at
`n` is exactly `n` times that step. -/
theorem algebraic_error (L A : ℝ) :
    Tendsto (algebraicEnergy L A) atTop (𝓝 L) ∧
    ∀ n : ℕ, 1 ≤ n →
      algebraicEnergy L A (n + 1) - L = n * energyStep (algebraicEnergy L A) n := by
  constructor
  · have ht := (tendsto_const_div_atTop_nhds_zero_nat A).const_add L
    rw [add_zero] at ht
    exact ht
  · intro n hn
    have h1 : (n : ℝ) ≠ 0 := Nat.cast_ne_zero.2 (by omega)
    rw [algebraic_step L A hn, ← mul_div_assoc, mul_div_mul_left _ _ h1]
    simp only [algebraicEnergy, Nat.cast_add, Nat.cast_one]
    ring
```

The energies converge to $L$, and for $n\ge 1$ the formula for the step gives
$$n\,d_n=\frac{A}{n+1}=E_{n+1}-L .$$
After the step from basis 100 to basis 101, the remaining error is 100 times what the step has just gained.

```lean
/-- For energies `L + A / n` with `A > 0` and any constant `C`, there are arbitrarily late steps
after which the remaining error exceeds `C` times the step. -/
theorem algebraic_no_step_bound (L : ℝ) {A : ℝ} (hA : 0 < A) (C : ℝ) (N : ℕ) :
    ∃ n : ℕ, N ≤ n ∧ 1 ≤ n ∧
      C * energyStep (algebraicEnergy L A) n < algebraicEnergy L A (n + 1) - L := by
  obtain ⟨k, hk⟩ := exists_nat_gt C
  have hn : 1 ≤ N + k + 1 := by omega
  have hkn : (k : ℝ) ≤ ((N + k + 1 : ℕ) : ℝ) := Nat.cast_le.2 (by omega)
  refine ⟨N + k + 1, by omega, hn, ?_⟩
  have hs : 0 < energyStep (algebraicEnergy L A) (N + k + 1) := by
    rw [algebraic_step L A hn]
    positivity
  rw [(algebraic_error L A).2 _ hn]
  exact mul_lt_mul_of_pos_right (lt_of_lt_of_le hk hkn) hs
```

Let $A>0$. For any constant $C$ and any starting point $N$ there is an $n\ge N$, with $n\ge 1$, such that $E_{n+1}-L>C\,d_n$. To find it, choose a natural number $k>C$ and set $n=N+k+1$. Then $n>C$, and since $d_n>0$,
$$E_{n+1}-L=n\,d_n>C\,d_n .$$
A stopping rule of the form "stop when the last step is below a threshold" therefore gives no error bound proportional to that threshold for energies of this form, however late it is applied.

```lean
/-- For energies `L + A / n` with `A > 0` and any `r < 1`, there are arbitrarily late steps that
exceed `r` times the step before. -/
theorem algebraic_ratio_fails (L : ℝ) {A r : ℝ} (hA : 0 < A) (hr : r < 1) (N : ℕ) :
    ∃ n : ℕ, N ≤ n ∧ 1 ≤ n ∧
      r * energyStep (algebraicEnergy L A) n < energyStep (algebraicEnergy L A) (n + 1) := by
  -- a late step whose remaining error exceeds 2 / (1 - r) times the step
  obtain ⟨n, hN, hn, hlt⟩ := algebraic_no_step_bound L hA (2 / (1 - r)) N
  refine ⟨n, hN, hn, ?_⟩
  have hs : 0 < energyStep (algebraicEnergy L A) n := by
    have hp : (0 : ℝ) < n := Nat.cast_pos.2 (by omega)
    rw [algebraic_step L A hn]
    positivity
  have e1 := (algebraic_error L A).2 n hn
  have e2 := (algebraic_error L A).2 (n + 1) (by omega)
  simp only [Nat.cast_add, Nat.cast_one] at e2
  have e3 : energyStep (algebraicEnergy L A) (n + 1)
      = algebraicEnergy L A (n + 1) - algebraicEnergy L A (n + 1 + 1) := rfl
  -- successive steps have the ratio n / (n + 2)
  have hrec : ((n : ℝ) + 2) * energyStep (algebraicEnergy L A) (n + 1)
      = n * energyStep (algebraicEnergy L A) n := by linarith
  rw [e1] at hlt
  have hc : 2 / (1 - r) < (n : ℝ) := lt_of_mul_lt_mul_right hlt hs.le
  rw [div_lt_iff₀ (sub_pos.2 hr)] at hc
  have hpos : 0 < (n : ℝ) - (n + 2) * r := by linarith
  have hprod := mul_pos hpos hs
  refine lt_of_mul_lt_mul_left ?_ (by positivity : (0 : ℝ) ≤ (n : ℝ) + 2)
  rw [hrec]
  linarith

end

end CutoffConvergence
```

The ratio condition must then fail as well, and this theorem says how: for $A>0$ and any $r<1$ there are arbitrarily late $n$ with $d_{n+1}>r\,d_n$. Discarding the first few basis sets does not restore it.

By hand, the errors after two successive steps are $E_{n+1}-L=n\,d_n$ and $E_{n+2}-L=(n+1)\,d_{n+1}$. Their difference is $d_{n+1}$, which gives
$$(n+2)\,d_{n+1}=n\,d_n .$$
This is `hrec` in the code. The ratio $n/(n+2)$ tends to 1 and so eventually exceeds $r$. To obtain a definite $n$, the proof applies the previous theorem with $C=2/(1-r)$, which yields $n(1-r)>2$. Then
$$n-(n+2)r=n(1-r)-2r>2-2r>0 .$$
Multiplying by $d_n>0$ gives $(n+2)\,r\,d_n<n\,d_n=(n+2)\,d_{n+1}$, and division by $n+2$ finishes the argument.

## Absolute steps for quantities that oscillate

Energy differences and forces need not change monotonically with the cutoff. A model for them would omit `Antitone E` and require $|d_{n+1}|\le r\,|d_n|$ with $0\le r<1$. Summing the geometric series then gives convergence and $|E_n-L|\le |d_n|/(1-r)$. The size of the bound stays the same, but the sign of the error is lost: the computed value may lie on either side of the limit, and $F_n$ is no longer guaranteed to be a lower bound.

```lean
#print axioms CutoffConvergence.energy_converges_with_bound
#print axioms CutoffConvergence.error_after_step_le
#print axioms CutoffConvergence.geometric_attains_bound
#print axioms CutoffConvergence.algebraic_ratio_fails
```

```
'CutoffConvergence.energy_converges_with_bound' depends on axioms: [propext, Classical.choice, Quot.sound]
'CutoffConvergence.error_after_step_le' depends on axioms: [propext, Classical.choice, Quot.sound]
'CutoffConvergence.geometric_attains_bound' depends on axioms: [propext, Classical.choice, Quot.sound]
'CutoffConvergence.algebraic_ratio_fails' depends on axioms: [propext, Classical.choice, Quot.sound]
```
